# The grand partition function of finitely many free-fermion modes as a one-particle determinant

Let \(c_p\) and \(a_p\) be complex \(d\times d\) matrices that create and annihilate a fermion in mode \(p\). There are \(M\) modes, numbered from 0 as in Lean's `Fin M`. `Matrix (Fin d) (Fin d) ℂ` holds operators on the many-body space, and `Matrix (Fin M) (Fin M) ℂ` holds one-particle matrices.

```lean
import Mathlib

open Matrix NormedSpace

namespace FreeFermionPartition

variable {d M : ℕ}
```

With \(\{X,Y\}=XY+YX\), the canonical anticommutation relations (CAR) are
\[
\{c_p,c_q\}=0,\qquad \{a_p,a_q\}=0,\qquad \{a_p,c_q\}=\delta_{pq}.
\]
`IsCAR c a` states exactly these. It does not require \(c_p=a_p^\dagger\), nor that the space be a single Fock space, for which \(d=2^M\).

```lean
/-- Canonical anticommutation relations for `M` modes with creation matrices `c p` and
annihilation matrices `a p`. -/
structure IsCAR (c a : Fin M → Matrix (Fin d) (Fin d) ℂ) : Prop where
  cc : ∀ p q, c p * c q + c q * c p = 0
  aa : ∀ p q, a p * a q + a q * a p = 0
  ac : ∀ p q, a p * c q + c q * a p = if p = q then 1 else 0
```

A one-particle matrix \(A\) is second-quantised as \(Q(A)=\sum_{pq}A_{pq}\,c_pa_q\), written `quad c a A`. There are no interaction terms and no pairing terms \(cc\) or \(aa\).

```lean
/-- The second-quantised one-body operator `∑ A_pq c_p a_q`. -/
def quad (c a : Fin M → Matrix (Fin d) (Fin d) ℂ) (A : Matrix (Fin M) (Fin M) ℂ) :
    Matrix (Fin d) (Fin d) ℂ :=
  ∑ p, ∑ q, A p q • (c p * a q)
```

Below, \(W\) and \(V\) are \(M\times M\) matrices, \(e_0,\dots,e_{M-1}\) are complex numbers, and \(D=\mathrm{diag}(e_k)\). The condition \(WV=1\), where imposed, makes \(V\) the inverse of \(W\).

## (a) Anticommutators of linear combinations

For coefficients \(x_p,y_q\) and matrices \(f_p,g_q\), show that
\[
\Big\{\sum_p x_pf_p,\ \sum_q y_qg_q\Big\}=\sum_{pq}x_py_q\{f_p,g_q\}.
\]

The first product is \(\sum_{pq}x_py_q\,f_pg_q\). The second is \(\sum_{qp}y_qx_p\,g_qf_p\). Scalars commute and finite sums may be exchanged, so the two add term by term. In the code, `h2` reorders the second product and the remaining lines collect the terms.

```lean
variable {c a : Fin M → Matrix (Fin d) (Fin d) ℂ} {A W V : Matrix (Fin M) (Fin M) ℂ}

/-- The anticommutator of two linear combinations of operators expands bilinearly. -/
theorem anticomm_sum (x y : Fin M → ℂ) (f g : Fin M → Matrix (Fin d) (Fin d) ℂ) :
    (∑ p, x p • f p) * (∑ q, y q • g q) + (∑ q, y q • g q) * (∑ p, x p • f p)
      = ∑ p, ∑ q, (x p * y q) • (f p * g q + g q * f p) := by
  have h2 : (∑ q, y q • g q) * (∑ p, x p • f p)
      = ∑ p, ∑ q, (x p * y q) • (g q * f p) := by
    rw [Finset.sum_mul_sum, Finset.sum_comm]
    refine Finset.sum_congr rfl fun p _ => Finset.sum_congr rfl fun q _ => ?_
    rw [smul_mul_smul_comm, mul_comm (y q)]
  rw [h2, Finset.sum_mul_sum, ← Finset.sum_add_distrib]
  refine Finset.sum_congr rfl fun p _ => ?_
  rw [← Finset.sum_add_distrib]
  refine Finset.sum_congr rfl fun q _ => ?_
  rw [smul_mul_smul_comm, smul_add]
```

## (b) A change of modes

Let \(WV=1\), and set \(c'_k=\sum_pW_{pk}c_p\) and \(a'_k=\sum_qV_{kq}a_q\). Show that the new modes obey the CAR, in particular
\[
\{a'_k,c'_l\}=\delta_{kl}.
\]

By (a), \(\{c'_k,c'_l\}\) and \(\{a'_k,a'_l\}\) are sums of zeros. For the mixed relation,
\[
\{a'_k,c'_l\}=\sum_{qp}V_{kq}W_{pl}\,\delta_{qp}=(VW)_{kl}=\delta_{kl}.
\]
The last step needs \(VW=1\), which follows from \(WV=1\) for square matrices; this is `mul_eq_one_comm`. Since \(W\) need not be unitary, \(c'_k\) need not be the adjoint of \(a'_k\), even if \(c_p=a_p^\dagger\).

```lean
/-- Mixing the creation operators with `W` and the annihilation operators with its inverse `V`
gives modes that again satisfy the canonical anticommutation relations. -/
theorem IsCAR.rotate (h : IsCAR c a) (hWV : W * V = 1) :
    IsCAR (fun k => ∑ p, W p k • c p) (fun k => ∑ q, V k q • a q) where
  cc k l := by simp only [anticomm_sum, h.cc, smul_zero, Finset.sum_const_zero]
  aa k l := by simp only [anticomm_sum, h.aa, smul_zero, Finset.sum_const_zero]
  ac k l := by
    have e : (V * W) k l = (1 : Matrix (Fin M) (Fin M) ℂ) k l := by
      rw [mul_eq_one_comm.mp hWV]
    rw [Matrix.mul_apply, Matrix.one_apply] at e
    simp only [anticomm_sum, h.ac, smul_ite, smul_zero, Finset.sum_ite_eq, Finset.mem_univ,
      if_true]
    rw [← Finset.sum_smul, e]
    split_ifs <;> simp
```

## (c) The one-body operator in the new modes

With \(c'_k,a'_k\) defined as in (b), show that
\[
Q(WDV)=\sum_k e_k\,c'_ka'_k.
\]

The matrix entries are \((WDV)_{pq}=\sum_kW_{pk}e_kV_{kq}\), which is `hA` in the code. Hence
\[
\sum_{pq}\sum_kW_{pk}e_kV_{kq}\,c_pa_q=\sum_ke_k\Big(\sum_pW_{pk}c_p\Big)\Big(\sum_qV_{kq}a_q\Big).
\]
This is pure rearrangement and uses neither the CAR nor \(WV=1\).

```lean
/-- For `A = W diag(e) V` the one-body operator is a sum of `e k` times the products
`c'_k a'_k` of the mixed operators. -/
theorem quad_diagonalise (e : Fin M → ℂ) :
    quad c a (W * diagonal e * V)
      = ∑ k, e k • ((∑ p, W p k • c p) * (∑ q, V k q • a q)) := by
  have hA : ∀ p q, (W * diagonal e * V) p q = ∑ k, W p k * e k * V k q := by
    intro p q
    rw [Matrix.mul_apply]
    simp only [Matrix.mul_diagonal]
  simp only [quad, hA, Finset.sum_smul, Finset.sum_mul_sum, Finset.smul_sum,
    smul_mul_smul_comm, smul_smul]
  symm
  rw [Finset.sum_comm]
  refine Finset.sum_congr rfl fun p _ => ?_
  rw [Finset.sum_comm]
  refine Finset.sum_congr rfl fun q _ => Finset.sum_congr rfl fun k _ => ?_
  congr 1
  ring
```

## (d) The exponential of an idempotent

Let \(n^2=n\) and \(z\in\mathbb C\). Show that
\[
\exp(zn)=1+(e^z-1)\,n.
\]

Since \(n^k=n\) for \(k\ge1\), while \(n^0=1\),
\[
\exp(zn)=1+\sum_{k\ge1}\frac{z^k}{k!}\,n=1+(e^z-1)n.
\]
The code writes every term as \((z^k/k!)\,n\), with a correction \(1-n\) at \(k=0\) (`hpow`), and sums the two parts to \(e^zn+(1-n)\).

```lean
/-- The exponential of a multiple of an idempotent matrix `n` is `1 + (e^z - 1) n`. -/
theorem exp_smul_idempotent {n : Matrix (Fin d) (Fin d) ℂ} (hn : n * n = n) (z : ℂ) :
    NormedSpace.exp (z • n) = 1 + (Complex.exp z - 1) • n := by
  have hpow : ∀ k : ℕ, ((k.factorial : ℂ)⁻¹) • (z • n) ^ k
      = ((k.factorial : ℂ)⁻¹ • z ^ k) • n + if k = 0 then 1 - n else 0 := by
    intro k
    rcases k with _ | k
    · simp
    · have hk : n ^ (k + 1) = n := by
        induction k with
        | zero => simp
        | succ k ih => rw [pow_succ, ih, hn]
      rw [smul_pow, hk, smul_smul, if_neg (Nat.succ_ne_zero k), add_zero, smul_eq_mul]
  -- sum the exponential series term by term
  have hs := (NormedSpace.exp_series_hasSum_exp' (𝕂 := ℂ) z).smul_const n
  have h1 := hs.add (hasSum_ite_eq 0 (1 - n))
  rw [NormedSpace.exp_eq_tsum (𝕂 := ℂ)]
  simp only [hpow]
  rw [h1.tsum_eq, ← Complex.exp_eq_exp_ℂ]
  module
```

## (e) Adding one mode to the exponent

Let the CAR hold, and let \(H\) commute with \(c_k\) and \(a_k\). Show that
\[
\operatorname{tr}\exp(H+z\,c_ka_k)=\frac{1+e^z}{2}\,\operatorname{tr}\exp H.
\]

The relation \(\{c_k,c_k\}=0\) gives \(c_k^2=0\). With \(n=c_ka_k\),
\[
n^2=c_k(a_kc_k)a_k=c_k(1-c_ka_k)a_k=c_ka_k-c_k^2a_k^2=n.
\]
Put \(X=\exp H\), which commutes with \(a_k\). Cyclicity of the trace gives
\[
\operatorname{tr}(Xc_ka_k)=\operatorname{tr}(a_kXc_k)=\operatorname{tr}(Xa_kc_k).
\]
The two outer traces add up to \(\operatorname{tr}X\), because \(a_kc_k+c_ka_k=1\). So \(\operatorname{tr}(Xn)=\tfrac12\operatorname{tr}X\). Since \(H\) commutes with \(n\), (d) yields
\[
\operatorname{tr}\big(X\exp(zn)\big)=\operatorname{tr}X+(e^z-1)\tfrac12\operatorname{tr}X=\frac{1+e^z}{2}\operatorname{tr}X.
\]
In the code `hn` is the idempotency, `h1` the cyclic step and `h2` the sum of the two traces.

```lean
/-- Let `c` and `a` satisfy the canonical anticommutation relations. If `H` commutes with `c k` and
`a k`, adding `z c_k a_k` to the exponent multiplies the trace of `exp H` by `(1 + e^z) / 2`. -/
theorem IsCAR.trace_exp_add_mode (h : IsCAR c a) (k : Fin M) (z : ℂ)
    {H : Matrix (Fin d) (Fin d) ℂ} (hc : Commute H (c k)) (ha : Commute H (a k)) :
    trace (NormedSpace.exp (H + z • (c k * a k)))
      = (1 + Complex.exp z) / 2 * trace (NormedSpace.exp H) := by
  have hac : a k * c k + c k * a k = 1 := by simpa using h.ac k k
  have hcc : c k * c k = 0 := by
    calc c k * c k = (1 / 2 : ℂ) • (c k * c k + c k * c k) := by module
      _ = 0 := by rw [h.cc, smul_zero]
  have hn : c k * a k * (c k * a k) = c k * a k := by
    linear_combination (norm := noncomm_ring) c k * hac * a k - hcc * (a k * a k)
  have hX : NormedSpace.exp H * a k = a k * NormedSpace.exp H := ha.exp_left
  -- cyclicity of the trace: the mode is half filled
  have h1 : trace (NormedSpace.exp H * (c k * a k))
      = trace (NormedSpace.exp H * (a k * c k)) := by
    rw [← mul_assoc, Matrix.trace_mul_comm, ← mul_assoc, ← hX, mul_assoc]
  have h2 : trace (NormedSpace.exp H * (a k * c k))
      + trace (NormedSpace.exp H * (c k * a k)) = trace (NormedSpace.exp H) := by
    rw [← Matrix.trace_add, ← mul_add, hac, mul_one]
  rw [Matrix.exp_add_of_commute _ _ ((hc.mul_right ha).smul_right z),
    exp_smul_idempotent hn, mul_add, mul_one, Matrix.mul_smul, Matrix.trace_add,
    Matrix.trace_smul, smul_eq_mul]
  linear_combination (Complex.exp z - 1) / 2 * (h1 + h2)
```

## (f) The determinant on the one-particle side

Let \(WV=1\). Show that
\[
\det\big(1+\exp(WDV)\big)=\prod_k\big(1+\exp e_k\big).
\]

Similarity passes through the exponential, so \(\exp(WDV)=W\,\mathrm{diag}(\exp e_k)\,V\). With \(1=WV\),
\[
1+\exp(WDV)=W\,\mathrm{diag}(1+\exp e_k)\,V.
\]
Taking determinants and using \(\det W\det V=1\) gives the product. These two steps are `hexp` and `hdet`; `hd` says that the exponential of a diagonal is taken entry by entry.

```lean
/-- For `A = W diag(e) V` with `W V = 1`, the determinant of `1 + exp A` is the product of
the factors `1 + exp (e k)`. -/
theorem det_one_add_exp (hWV : W * V = 1) (e : Fin M → ℂ) :
    det (1 + NormedSpace.exp (W * diagonal e * V)) = ∏ k, (1 + Complex.exp (e k)) := by
  have hV : W⁻¹ = V := Matrix.inv_eq_right_inv hWV
  have hU : IsUnit W := ⟨⟨W, V, hWV, mul_eq_one_comm.mp hWV⟩, rfl⟩
  have hd : NormedSpace.exp e = fun k => Complex.exp (e k) := by
    funext k
    rw [Complex.exp_eq_exp_ℂ]
    have h1 := Pi.hasSum.1 (NormedSpace.exp_series_hasSum_exp' (𝕂 := ℂ) e) k
    simp only [Pi.smul_apply, Pi.pow_apply] at h1
    exact h1.unique (NormedSpace.exp_series_hasSum_exp' (𝕂 := ℂ) (e k))
  have hexp : 1 + NormedSpace.exp (W * diagonal e * V)
      = W * diagonal (fun k => 1 + Complex.exp (e k)) * V := by
    have hs : diagonal (fun k => 1 + Complex.exp (e k))
        = 1 + diagonal (fun k => Complex.exp (e k)) := by
      rw [← Matrix.diagonal_one, Matrix.diagonal_add]
    rw [hs, mul_add, add_mul, mul_one, hWV, ← hV, Matrix.exp_conj W _ hU,
      Matrix.exp_diagonal, hd]
  have hdet : W.det * V.det = 1 := by rw [← Matrix.det_mul, hWV, Matrix.det_one]
  rw [hexp, Matrix.det_mul, Matrix.det_mul, Matrix.det_diagonal]
  linear_combination (∏ k, (1 + Complex.exp (e k))) * hdet
```

## (g) The trace over the many-body space

Let the CAR hold, and let \(A=WDV\) with \(WV=1\), so that \(A\) is diagonalisable but not necessarily Hermitian. Show that
\[
\operatorname{tr}\exp Q(A)=\frac{d}{2^M}\det(1+\exp A).
\]

By (b) and (c), \(Q(A)=\sum_ke_kc'_ka'_k\) with modes that obey the CAR. We prove, for every set \(s\) of modes,
\[
\operatorname{tr}\exp\Big(\sum_{k\in s}e_kc'_ka'_k\Big)=d\prod_{k\in s}\frac{1+\exp e_k}{2}.
\]
For empty \(s\) both sides are \(\operatorname{tr}1=d\). To add a mode \(j\notin s\), note that for \(k\ne j\) two sign changes cancel:
\[
c'_ka'_kc'_j=-c'_kc'_ja'_k=c'_jc'_ka'_k,\qquad
c'_ka'_ka'_j=-c'_ka'_ja'_k=a'_jc'_ka'_k.
\]
The old exponent therefore commutes with \(c'_j\) and \(a'_j\), and (e) supplies the new factor. Taking all modes gives \(d\,2^{-M}\prod_k(1+\exp e_k)\), and (f) turns the product into the determinant. The induction is `key`, and its `hc` and `ha` are the two commutations.

```lean
/-- Free-fermion trace formula: for `M` CAR modes of `d` by `d` matrices and a diagonalisable
`A`, the trace of `exp (∑ A_pq c_p a_q)` is `(d / 2^M) det (1 + exp A)`. -/
theorem trace_exp_quad (h : IsCAR c a) (hWV : W * V = 1) {e : Fin M → ℂ}
    (hA : A = W * diagonal e * V) :
    trace (NormedSpace.exp (quad c a A))
      = (d : ℂ) / 2 ^ M * det (1 + NormedSpace.exp A) := by
  -- build up the exponent one independent mode at a time
  have key : ∀ {c' a' : Fin M → Matrix (Fin d) (Fin d) ℂ}, IsCAR c' a' →
      ∀ s : Finset (Fin M), trace (NormedSpace.exp (∑ k ∈ s, e k • (c' k * a' k)))
        = (d : ℂ) * ∏ k ∈ s, ((1 + Complex.exp (e k)) / 2) := by
    intro c' a' h' s
    induction s using Finset.induction_on with
    | empty => simp [NormedSpace.exp_zero, Matrix.trace_one]
    | insert j s hj ih =>
      have hne : ∀ k ∈ s, k ≠ j := fun k hk hkj => hj (hkj ▸ hk)
      have hc : Commute (∑ k ∈ s, e k • (c' k * a' k)) (c' j) := by
        refine Commute.sum_left _ _ _ fun k hk => Commute.smul_left ?_ _
        have h1 : a' k * c' j + c' j * a' k = 0 := by rw [h'.ac, if_neg (hne k hk)]
        change c' k * a' k * c' j = c' j * (c' k * a' k)
        linear_combination (norm := noncomm_ring) c' k * h1 - h'.cc k j * a' k
      have ha : Commute (∑ k ∈ s, e k • (c' k * a' k)) (a' j) := by
        refine Commute.sum_left _ _ _ fun k hk => Commute.smul_left ?_ _
        have h1 : a' j * c' k + c' k * a' j = 0 := by rw [h'.ac, if_neg (hne k hk).symm]
        change c' k * a' k * a' j = a' j * (c' k * a' k)
        linear_combination (norm := noncomm_ring) c' k * h'.aa k j - h1 * a' k
      rw [Finset.sum_insert hj, add_comm, h'.trace_exp_add_mode j (e j) hc ha, ih,
        Finset.prod_insert hj]
      ring
  rw [hA, quad_diagonalise, key (h.rotate hWV) Finset.univ, det_one_add_exp hWV,
    Finset.prod_div_distrib, Finset.prod_const, Finset.card_univ, Fintype.card_fin]
  ring
```

The relations \(\{c_p,c_q\}=\{a_p,a_q\}=0\), which for \(p=q\) express Pauli exclusion, cannot both be dropped. Take \(d=M=1\) and \(c_0=a_0=1/\sqrt2\). The mixed relation \(\{a_0,c_0\}=1\) holds, but \(c_0^2=a_0^2=\tfrac12\). For \(A=2\) the trace is \(\exp(2\cdot\tfrac12)=e\), whereas the right-hand side is \((1+e^2)/2\).

## (h) Thermal equilibrium

Let the CAR hold, let \(T\) be a Hermitian one-body Hamiltonian, and let \(\beta\) and \(\mu\) be real: the inverse temperature and the chemical potential. With \(N=\sum_pc_pa_p\), show that
\[
\operatorname{tr}\,e^{-\beta(Q(T)-\mu N)}=\frac{d}{2^M}\det\big(1+e^{-\beta(T-\mu)}\big).
\]

The number operator is \(N=Q(1)\), and \(Q\) is linear, so the exponent is \(Q(-\beta(T-\mu))\). The spectral theorem gives \(T=U\,\mathrm{diag}(\varepsilon_k)\,U^\dagger\) with \(U\) unitary, hence
\[
-\beta(T-\mu)=U\,\mathrm{diag}\big(-\beta(\varepsilon_k-\mu)\big)\,U^\dagger,
\]
and (g) applies. In the code `hN` and `hq` rewrite the exponent and `hA` is the diagonalisation, with `e` standing for \(\varepsilon\).

```lean
/-- For `M` CAR modes of `d` by `d` matrices, a Hermitian one-body matrix `T` and real `β`, `μ`, the
trace of `exp (-β (∑ T_pq c_p a_q - μ ∑ c_p a_p))` is `(d / 2^M) det (1 + exp (-β (T - μ)))`. -/
theorem grand_partition_function (h : IsCAR c a) {T : Matrix (Fin M) (Fin M) ℂ}
    (hT : T.IsHermitian) (β μ : ℝ) :
    trace (NormedSpace.exp (-(β : ℂ) • (quad c a T - (μ : ℂ) • ∑ p, c p * a p)))
      = (d : ℂ) / 2 ^ M * det (1 + NormedSpace.exp (-(β : ℂ) • (T - (μ : ℂ) • 1))) := by
  obtain ⟨U, V, e, hUV, hT'⟩ : ∃ U V : Matrix (Fin M) (Fin M) ℂ, ∃ e : Fin M → ℂ,
      U * V = 1 ∧ T = U * diagonal e * V := by
    have hs := hT.spectral_theorem
    rw [Unitary.conjStarAlgAut_apply] at hs
    exact ⟨_, _, _, Matrix.mem_unitaryGroup_iff.1 hT.eigenvectorUnitary.2, hs⟩
  have hD : diagonal (fun k => -(β : ℂ) * (e k - μ))
      = -(β : ℂ) • (diagonal e - (μ : ℂ) • (1 : Matrix (Fin M) (Fin M) ℂ)) := by
    ext i j
    by_cases hij : i = j
    · subst hij
      simp
    · simp [hij]
  have hA : -(β : ℂ) • (T - (μ : ℂ) • 1)
      = U * diagonal (fun k => -(β : ℂ) * (e k - μ)) * V := by
    rw [hD, hT', Matrix.mul_smul, Matrix.smul_mul, mul_sub, sub_mul, Matrix.mul_smul,
      Matrix.smul_mul, mul_one, hUV]
  -- the particle number is the second quantisation of the identity
  have hN : ∑ p, c p * a p = quad c a 1 := by simp [quad, Matrix.one_apply]
  have hq : -(β : ℂ) • (quad c a T - (μ : ℂ) • ∑ p, c p * a p)
      = quad c a (-(β : ℂ) • (T - (μ : ℂ) • 1)) := by
    rw [hN]
    simp only [quad, Finset.smul_sum, ← Finset.sum_sub_distrib]
    refine Finset.sum_congr rfl fun p _ => Finset.sum_congr rfl fun q _ => ?_
    simp only [Matrix.smul_apply, Matrix.sub_apply, smul_eq_mul]
    module
  rw [hq, trace_exp_quad h hUV hA]
```

On Fock space, with \(c_p=a_p^\dagger\), the prefactor is 1 and the left-hand side is the usual grand partition function. For electrons in a basis of \(M\) orthonormal spin orbitals that are non-interacting, or move in a fixed mean field without pairing terms, a trace over \(2^M\) dimensions thus becomes a determinant of size \(M\).

## (i) Two explicit modes

Let \(\sigma=\begin{pmatrix}0&1\\0&0\end{pmatrix}\) and \(Z=\mathrm{diag}(1,-1)\). The Jordan–Wigner matrices for two modes are \(a_0=\sigma\otimes1\) and \(a_1=Z\otimes\sigma\), entered below as integer matrices.

```lean
/-- The Jordan-Wigner annihilation matrices of two modes, with integer entries. -/
def jw : Fin 2 → Matrix (Fin 4) (Fin 4) ℤ :=
  ![!![0, 0, 1, 0; 0, 0, 0, 1; 0, 0, 0, 0; 0, 0, 0, 0],
    !![0, 1, 0, 0; 0, 0, 0, 0; 0, 0, 0, -1; 0, 0, 0, 0]]
```

With \(c_p=a_p^{T}\), show that
\[
\{c_p,c_q\}=\{a_p,a_q\}=0,\qquad \{a_p,c_q\}=\delta_{pq}\qquad(p,q\in\{0,1\}).
\]

We have \(\sigma^2=0\), \(\{\sigma,\sigma^T\}=1\), \(Z^2=1\) and \(\{Z,\sigma\}=0\). So \(a_0^2=a_1^2=0\) and \(\{a_0,c_0\}=\{a_1,c_1\}=1\). Between different modes,
\[
\{a_0,a_1\}=\{\sigma,Z\}\otimes\sigma=0,\qquad \{a_0,c_1\}=\{\sigma,Z\}\otimes\sigma^T=0.
\]
Transposition gives the rest. Lean evaluates the relations over the integers with `decide +kernel` and carries them to \(\mathbb C\) entry by entry. This provides an instance of `IsCAR` with \(d=4\) and \(M=2\).

```lean
/-- The two Jordan-Wigner modes, read as complex matrices with the transposes as creation
matrices, satisfy the canonical anticommutation relations. -/
theorem isCAR_witness :
    IsCAR (fun p => (Int.castRingHom ℂ).mapMatrix (jw p)ᵀ)
      (fun p => (Int.castRingHom ℂ).mapMatrix (jw p)) := by
  -- the relations hold over the integers by computation
  have hcc : ∀ p q, (jw p)ᵀ * (jw q)ᵀ + (jw q)ᵀ * (jw p)ᵀ = 0 := by decide +kernel
  have haa : ∀ p q, jw p * jw q + jw q * jw p = 0 := by decide +kernel
  have hac : ∀ p q, jw p * (jw q)ᵀ + (jw q)ᵀ * jw p = if p = q then 1 else 0 := by
    decide +kernel
  let φ : Matrix (Fin 4) (Fin 4) ℤ → Matrix (Fin 4) (Fin 4) ℂ :=
    fun X => (Int.castRingHom ℂ).mapMatrix X
  refine ⟨fun p q => ?_, fun p q => ?_, fun p q => ?_⟩
  · have e := congrArg φ (hcc p q)
    simpa only [φ, map_add, map_mul, map_zero] using e
  · have e := congrArg φ (haa p q)
    simpa only [φ, map_add, map_mul, map_zero] using e
  · have e := congrArg φ (hac p q)
    split_ifs at e ⊢ with hpq <;>
      simpa only [φ, map_add, map_mul, map_one, map_zero] using e

end FreeFermionPartition
```

```lean
#print axioms FreeFermionPartition.grand_partition_function
```

```
'FreeFermionPartition.grand_partition_function' depends on axioms: [propext, Classical.choice, Quot.sound]
```
